# The maximum total self-repulsion of two real orbitals under rotation, for a symmetric kernel on a finite grid

Take a dimer with on-site repulsion U and inter-site repulsion W ≤ U. Its bonding and antibonding orbitals, (1, 1)/√2 and (1, −1)/√2, both have the density (1/2, 1/2), so their self-repulsions add up to U + W. If I rotate the pair by 45°, each orbital sits on one site and the sum becomes 2U. The total density is the same in both cases, but for W < U the self-repulsion is not.

I believe that for any two real orbitals p and q on a finite grid, and any symmetric repulsion kernel V, the largest total self-repulsion over all rotation angles has a closed form in terms of p² + q², p² − q² and pq. Can this be derived cleanly and checked by machine, including the fact that some angle reaches the maximum?

## The total self-repulsion is a constant plus a sinusoid in four times the angle

Yes. Write f·Vg for the repulsion of two densities f and g, and take all products of orbitals point by point. The rotated orbitals are

p′ = cos t p + sin t q

q′ = cos t q − sin t p

Define the total density S, half the density difference d, and the overlap density m:

S = p² + q², d = (p² − q²)/2, m = pq

Squaring p′ gives cos² t p² + sin² t q² + 2 sin t cos t pq. With cos² t = (1 + cos 2t)/2 and sin² t = (1 − cos 2t)/2, and the same steps for q′,

p′² = S/2 + u, q′² = S/2 − u, where u = cos 2t d + sin 2t m

The terms linear in u cancel when the two self-repulsions are added:

E(t) = p′²·Vp′² + q′²·Vq′² = S·VS/2 + 2 u·Vu

Now set A = d·Vd, B = m·Vm and C = d·Vm. Since V is symmetric, m·Vd is also C, and so

2 u·Vu = 2 cos² 2t A + 2 sin² 2t B + 4 sin 2t cos 2t C

Applying the double-angle formulas once more gives

E(t) = S·VS/2 + A + B + (A − B) cos 4t + 2C sin 4t

For any real a, b and x,

(a cos x + b sin x)² + (a sin x − b cos x)² = a² + b²

so a sinusoid a cos x + b sin x is at most √(a² + b²) in size. Writing a = R cos φ and b = R sin φ with R = √(a² + b²), the value at x = φ is exactly R. With a = A − B and b = 2C, the angle t = φ/4 therefore gives

max E = S·VS/2 + A + B + √((A − B)² + 4C²)

The minimum has the opposite sign before the root and is reached at t = (φ + π)/4.

In the dimer, S = (1, 1), d = 0 and m = (1/2, −1/2). Then S·VS/2 = U + W, A = C = 0 and B = (U − W)/2, and the maximum is U + W + (U − W)/2 + (U − W)/2 = 2U.

## Two sites with both Fourier coefficients nonzero

Let U = 16 and W = 5, with p = (1, 1) and q = (0, 1). These vectors are a test of the algebra and not a pair of orthonormal orbitals: p is not normalised, and the two are not orthogonal. The formula needs neither property. Here S = (1, 2), d = (1/2, 0) and m = (0, 1), so

S·VS/2 = 50, A = 4, B = 16, C = 5/2

The root is √(12² + 5²) = 13. The maximum is 50 + 4 + 16 + 13 = 83 and the minimum is 57. At t = 0 the formula gives 70 − 12 = 58, which agrees with the direct sum: 42 from p² = (1, 1) plus 16 from q² = (0, 1). The maximum lies at cos 4t = −12/13, sin 4t = 5/13, for instance at t ≈ 39.3°. The rotation by 45° gives only 82.

## The Lean file

```lean
import Mathlib

open Matrix

namespace OrbitalRotationSelfRepulsion

noncomputable section

variable {n : Type*} [Fintype n]

/-- Repulsion `f · V g` of two densities on the grid through the kernel `V`. -/
def repulsion (V : Matrix n n ℝ) (f g : n → ℝ) : ℝ := f ⬝ᵥ (V *ᵥ g)

/-- Total density `S = p² + q²` of the two orbitals. -/
def totalDensity (p q : n → ℝ) : n → ℝ := p ^ 2 + q ^ 2

/-- Half the difference of the orbital densities, `d = (p² - q²)/2`. -/
def diffDensity (p q : n → ℝ) : n → ℝ := (1 / 2 : ℝ) • (p ^ 2 - q ^ 2)

/-- Overlap density `m = p q` of the two orbitals. -/
def overlapDensity (p q : n → ℝ) : n → ℝ := p * q

/-- First orbital after rotation of the pair by the angle `t`. -/
def rotFst (p q : n → ℝ) (t : ℝ) : n → ℝ := Real.cos t • p + Real.sin t • q

/-- Second orbital after rotation of the pair by the angle `t`. -/
def rotSnd (p q : n → ℝ) (t : ℝ) : n → ℝ := Real.cos t • q - Real.sin t • p

/-- Sum of the self-repulsions of the two orbital densities (squared orbitals) after rotation of the
pair by `t`. -/
def selfRepulsion (V : Matrix n n ℝ) (p q : n → ℝ) (t : ℝ) : ℝ :=
  repulsion V (rotFst p q t ^ 2) (rotFst p q t ^ 2) +
    repulsion V (rotSnd p q t ^ 2) (rotSnd p q t ^ 2)

/-- Amplitude `√((d·Vd - m·Vm)² + 4 (d·Vm)²)` built from the difference and overlap densities. -/
def amplitude (V : Matrix n n ℝ) (p q : n → ℝ) : ℝ :=
  √((repulsion V (diffDensity p q) (diffDensity p q)
      - repulsion V (overlapDensity p q) (overlapDensity p q)) ^ 2
    + 4 * repulsion V (diffDensity p q) (overlapDensity p q) ^ 2)

omit [Fintype n] in
/-- The rotated orbital densities are half the total density plus or minus
`cos 2t d + sin 2t m`. -/
theorem rotated_densities (p q : n → ℝ) (t : ℝ) :
    rotFst p q t ^ 2 = (1 / 2 : ℝ) • totalDensity p q +
        (Real.cos (2 * t) • diffDensity p q + Real.sin (2 * t) • overlapDensity p q) ∧
    rotSnd p q t ^ 2 = (1 / 2 : ℝ) • totalDensity p q -
        (Real.cos (2 * t) • diffDensity p q + Real.sin (2 * t) • overlapDensity p q) := by
  have h := Real.sin_sq_add_cos_sq t
  constructor
  · funext i
    simp only [rotFst, totalDensity, diffDensity, overlapDensity, Pi.pow_apply, Pi.add_apply,
      Pi.sub_apply, Pi.smul_apply, Pi.mul_apply, smul_eq_mul, Real.cos_two_mul, Real.sin_two_mul]
    linear_combination (q i) ^ 2 * h
  · funext i
    simp only [rotSnd, totalDensity, diffDensity, overlapDensity, Pi.pow_apply, Pi.add_apply,
      Pi.sub_apply, Pi.smul_apply, Pi.mul_apply, smul_eq_mul, Real.cos_two_mul, Real.sin_two_mul]
    linear_combination (p i) ^ 2 * h

/-- For a symmetric kernel the self-repulsion is a constant plus a sinusoid in `4t`. -/
theorem selfRepulsion_eq (V : Matrix n n ℝ) (hV : V.IsSymm) (p q : n → ℝ) (t : ℝ) :
    selfRepulsion V p q t =
      repulsion V (totalDensity p q) (totalDensity p q) / 2
      + repulsion V (diffDensity p q) (diffDensity p q)
      + repulsion V (overlapDensity p q) (overlapDensity p q)
      + ((repulsion V (diffDensity p q) (diffDensity p q)
          - repulsion V (overlapDensity p q) (overlapDensity p q)) * Real.cos (4 * t)
        + 2 * repulsion V (diffDensity p q) (overlapDensity p q) * Real.sin (4 * t)) := by
  -- the symmetric kernel makes the two mixed terms equal
  have hsym : overlapDensity p q ⬝ᵥ (V *ᵥ diffDensity p q)
      = diffDensity p q ⬝ᵥ (V *ᵥ overlapDensity p q) := by
    rw [Matrix.dotProduct_mulVec, ← Matrix.mulVec_transpose, hV.eq, dotProduct_comm]
  have h := Real.sin_sq_add_cos_sq (2 * t)
  have hc : Real.cos (4 * t) = 2 * Real.cos (2 * t) ^ 2 - 1 := by
    rw [show 4 * t = 2 * (2 * t) by ring, Real.cos_two_mul (2 * t)]
  have hs : Real.sin (4 * t) = 2 * Real.sin (2 * t) * Real.cos (2 * t) := by
    rw [show 4 * t = 2 * (2 * t) by ring, Real.sin_two_mul (2 * t)]
  rw [selfRepulsion, (rotated_densities p q t).1, (rotated_densities p q t).2, hc, hs]
  simp only [repulsion, Matrix.mulVec_add, Matrix.mulVec_sub, Matrix.mulVec_smul,
    add_dotProduct, sub_dotProduct, dotProduct_add, dotProduct_sub, smul_dotProduct,
    dotProduct_smul, smul_eq_mul]
  linear_combination 2 * (overlapDensity p q ⬝ᵥ (V *ᵥ overlapDensity p q)) * h
    + 2 * Real.cos (2 * t) * Real.sin (2 * t) * hsym

/-- A sinusoid `a cos x + b sin x` never exceeds `√(a² + b²)` in absolute value. -/
theorem abs_sinusoid_le (a b x : ℝ) :
    |a * Real.cos x + b * Real.sin x| ≤ √(a ^ 2 + b ^ 2) := by
  apply Real.abs_le_sqrt
  have h : (a * Real.cos x + b * Real.sin x) ^ 2
      = a ^ 2 + b ^ 2 - (a * Real.sin x - b * Real.cos x) ^ 2 := by
    linear_combination (a ^ 2 + b ^ 2) * Real.sin_sq_add_cos_sq x
  linarith [sq_nonneg (a * Real.sin x - b * Real.cos x)]

/-- Every pair of coefficients `a, b` has a phase angle with amplitude `√(a² + b²)`. -/
theorem exists_phase (a b : ℝ) :
    ∃ x : ℝ, √(a ^ 2 + b ^ 2) * Real.cos x = a ∧ √(a ^ 2 + b ^ 2) * Real.sin x = b := by
  obtain ⟨N, x, hN, hc, hs⟩ : ∃ N x : ℝ, 0 ≤ N ∧ N * Real.cos x = a ∧ N * Real.sin x = b :=
    ⟨‖(⟨a, b⟩ : ℂ)‖, Complex.arg ⟨a, b⟩, norm_nonneg _,
      Complex.norm_mul_cos_arg _, Complex.norm_mul_sin_arg _⟩
  have h2 : a ^ 2 + b ^ 2 = N ^ 2 := by
    rw [← hc, ← hs]
    linear_combination N ^ 2 * Real.sin_sq_add_cos_sq x
  refine ⟨x, ?_⟩
  rw [h2, Real.sqrt_sq hN]
  exact ⟨hc, hs⟩

/-- For a symmetric kernel the greatest total self-repulsion over all rotation angles is `S·VS/2 +
d·Vd + m·Vm + √((d·Vd - m·Vm)² + 4 (d·Vm)²)`. -/
theorem isGreatest_selfRepulsion (V : Matrix n n ℝ) (hV : V.IsSymm) (p q : n → ℝ) :
    IsGreatest (Set.range (selfRepulsion V p q))
      (repulsion V (totalDensity p q) (totalDensity p q) / 2
        + repulsion V (diffDensity p q) (diffDensity p q)
        + repulsion V (overlapDensity p q) (overlapDensity p q)
        + √((repulsion V (diffDensity p q) (diffDensity p q)
              - repulsion V (overlapDensity p q) (overlapDensity p q)) ^ 2
            + 4 * repulsion V (diffDensity p q) (overlapDensity p q) ^ 2)) := by
  set A := repulsion V (diffDensity p q) (diffDensity p q) with hA
  set B := repulsion V (overlapDensity p q) (overlapDensity p q) with hB
  set C := repulsion V (diffDensity p q) (overlapDensity p q) with hC
  rw [show (A - B) ^ 2 + 4 * C ^ 2 = (A - B) ^ 2 + (2 * C) ^ 2 by ring]
  constructor
  · -- a quarter of the phase angle attains the bound
    obtain ⟨x, hc, hs⟩ := exists_phase (A - B) (2 * C)
    refine ⟨x / 4, ?_⟩
    rw [selfRepulsion_eq V hV, ← hA, ← hB, ← hC, show 4 * (x / 4) = x by ring]
    linear_combination (-Real.cos x) * hc - Real.sin x * hs
      + √((A - B) ^ 2 + (2 * C) ^ 2) * Real.sin_sq_add_cos_sq x
  · rintro _ ⟨t, rfl⟩
    rw [selfRepulsion_eq V hV, ← hA, ← hB, ← hC]
    linarith [(abs_le.mp (abs_sinusoid_le (A - B) (2 * C) (4 * t))).2]

/-- For a symmetric kernel the least total self-repulsion over all rotation angles is `S·VS/2 + d·Vd
+ m·Vm` minus the amplitude. -/
theorem isLeast_selfRepulsion (V : Matrix n n ℝ) (hV : V.IsSymm) (p q : n → ℝ) :
    IsLeast (Set.range (selfRepulsion V p q))
      (repulsion V (totalDensity p q) (totalDensity p q) / 2
        + repulsion V (diffDensity p q) (diffDensity p q)
        + repulsion V (overlapDensity p q) (overlapDensity p q) - amplitude V p q) := by
  unfold amplitude
  set A := repulsion V (diffDensity p q) (diffDensity p q) with hA
  set B := repulsion V (overlapDensity p q) (overlapDensity p q) with hB
  set C := repulsion V (diffDensity p q) (overlapDensity p q) with hC
  rw [show (A - B) ^ 2 + 4 * C ^ 2 = (A - B) ^ 2 + (2 * C) ^ 2 by ring]
  constructor
  · -- shifting the phase by π reverses the sinusoid
    obtain ⟨x, hc, hs⟩ := exists_phase (A - B) (2 * C)
    refine ⟨(x + Real.pi) / 4, ?_⟩
    rw [selfRepulsion_eq V hV, ← hA, ← hB, ← hC,
      show 4 * ((x + Real.pi) / 4) = x + Real.pi by ring, Real.cos_add_pi, Real.sin_add_pi]
    linear_combination Real.cos x * hc + Real.sin x * hs
      - √((A - B) ^ 2 + (2 * C) ^ 2) * Real.sin_sq_add_cos_sq x
  · rintro _ ⟨t, rfl⟩
    rw [selfRepulsion_eq V hV, ← hA, ← hB, ← hC]
    linarith [(abs_le.mp (abs_sinusoid_le (A - B) (2 * C) (4 * t))).1]

/-- For a symmetric kernel the total self-repulsion is the same at every rotation angle exactly when
`d·Vd = m·Vm` and `d·Vm = 0`. -/
theorem selfRepulsion_const_iff (V : Matrix n n ℝ) (hV : V.IsSymm) (p q : n → ℝ) :
    (∀ t, selfRepulsion V p q t = selfRepulsion V p q 0) ↔
      repulsion V (diffDensity p q) (diffDensity p q)
        = repulsion V (overlapDensity p q) (overlapDensity p q) ∧
      repulsion V (diffDensity p q) (overlapDensity p q) = 0 := by
  constructor
  · intro h
    -- compare the angles 0, π/4 and π/8
    have h1 := h (Real.pi / 4)
    have h2 := h (Real.pi / 8)
    rw [selfRepulsion_eq V hV, selfRepulsion_eq V hV,
      show 4 * (Real.pi / 4) = Real.pi by ring, mul_zero, Real.cos_pi, Real.sin_pi,
      Real.cos_zero, Real.sin_zero] at h1
    rw [selfRepulsion_eq V hV, selfRepulsion_eq V hV,
      show 4 * (Real.pi / 8) = Real.pi / 2 by ring, mul_zero, Real.cos_pi_div_two,
      Real.sin_pi_div_two, Real.cos_zero, Real.sin_zero] at h2
    constructor <;> linarith
  · rintro ⟨h1, h2⟩ t
    rw [selfRepulsion_eq V hV, selfRepulsion_eq V hV, h1, h2]
    ring

/-- For the bonding and antibonding orbitals of a two-site dimer with on-site repulsion `U`
and inter-site repulsion `W ≤ U`, the greatest total self-repulsion is `2U`. -/
theorem dimer_isGreatest (U W : ℝ) (hUW : W ≤ U) :
    IsGreatest (Set.range (selfRepulsion !![U, W; W, U]
      ![√2 / 2, √2 / 2] ![√2 / 2, -(√2 / 2)])) (2 * U) := by
  have hV : (!![U, W; W, U] : Matrix (Fin 2) (Fin 2) ℝ).IsSymm :=
    Matrix.IsSymm.ext fun i j => by fin_cases i <;> fin_cases j <;> rfl
  have h := isGreatest_selfRepulsion _ hV ![√2 / 2, √2 / 2] ![√2 / 2, -(√2 / 2)]
  have r2 : √2 ^ 2 = (2 : ℝ) := Real.sq_sqrt (by norm_num)
  have hS : totalDensity ![√2 / 2, √2 / 2] ![√2 / 2, -(√2 / 2)] = ![1, 1] := by
    funext i
    fin_cases i <;> simp [totalDensity] <;> nlinarith [r2]
  have hd : diffDensity ![√2 / 2, √2 / 2] ![√2 / 2, -(√2 / 2)] = 0 := by
    funext i
    fin_cases i <;> simp [diffDensity]
  have hm : overlapDensity ![√2 / 2, √2 / 2] ![√2 / 2, -(√2 / 2)] = ![1 / 2, -(1 / 2)] := by
    funext i
    fin_cases i <;> simp [overlapDensity] <;> nlinarith [r2]
  have e1 : repulsion !![U, W; W, U] ![1, 1] ![1, 1] = 2 * (U + W) := by
    simp only [repulsion, Matrix.mulVec, dotProduct, Fin.sum_univ_two, Matrix.of_apply,
      Matrix.cons_val_zero, Matrix.cons_val_one]
    ring
  have e2 (f : Fin 2 → ℝ) : repulsion !![U, W; W, U] 0 f = 0 := by
    simp only [repulsion, zero_dotProduct]
  have e3 : repulsion !![U, W; W, U] ![1 / 2, -(1 / 2)] ![1 / 2, -(1 / 2)] = (U - W) / 2 := by
    simp only [repulsion, Matrix.mulVec, dotProduct, Fin.sum_univ_two, Matrix.of_apply,
      Matrix.cons_val_zero, Matrix.cons_val_one]
    ring
  rw [hS, hd, hm, e1, e2, e2, e3,
    show (0 - (U - W) / 2) ^ 2 + 4 * (0 : ℝ) ^ 2 = ((U - W) / 2) ^ 2 by ring,
    Real.sqrt_sq (by linarith),
    show 2 * (U + W) / 2 + 0 + (U - W) / 2 + (U - W) / 2 = 2 * U by ring] at h
  exact h

end

end OrbitalRotationSelfRepulsion
```

```lean
#print axioms OrbitalRotationSelfRepulsion.isLeast_selfRepulsion
#print axioms OrbitalRotationSelfRepulsion.selfRepulsion_const_iff
#print axioms OrbitalRotationSelfRepulsion.dimer_isGreatest
```

```
'OrbitalRotationSelfRepulsion.isLeast_selfRepulsion' depends on axioms: [propext, Classical.choice, Quot.sound]
'OrbitalRotationSelfRepulsion.selfRepulsion_const_iff' depends on axioms: [propext, Classical.choice, Quot.sound]
'OrbitalRotationSelfRepulsion.dimer_isGreatest' depends on axioms: [propext, Classical.choice, Quot.sound]
```

## What the theorems say about the orbitals

The grid is a finite type `n`, an orbital is a function `n → ℝ`, and the kernel is a real matrix `V`. Any quadrature weights have to be absorbed into these objects. `repulsion V f g` is f·Vg without a factor 1/2, so the classical Hartree self-energy of one orbital density is half of its self-repulsion. The definitions `rotFst` and `rotSnd` fix the sense of rotation used above, and `selfRepulsion V p q t` is E(t).

The hypothesis `hV : V.IsSymm` says that point i repels point j as strongly as j repels i. Nothing is assumed about the sign or positivity of V, or about the norms and overlap of p and q.

In `isGreatest_selfRepulsion`, `Set.range (selfRepulsion V p q)` is the set of values of E(t) at all real angles. `IsGreatest` says that the stated number belongs to this set and bounds it from above, so attainment is part of the theorem. `isLeast_selfRepulsion` is the corresponding statement for the minimum, with the root named `amplitude`. `selfRepulsion_const_iff` says that the total self-repulsion is independent of the angle exactly when d·Vd = m·Vm and d·Vm = 0. `dimer_isGreatest` is the dimer result, and its hypothesis `W ≤ U` means that two charges on the same site repel at least as strongly as charges on different sites.

Maximising total self-repulsion is the Edmiston–Ruedenberg criterion for localised orbitals, and the theorem gives the optimum for one pair of real orbitals on a finite grid. The same sum, halved, is the Hartree self-energy that a Perdew–Zunger self-interaction correction subtracts for two singly occupied orbitals; the exchange–correlation part is absent from this model. Complex mixing of the pair and simultaneous rotations of more than two orbitals are not treated either.

## How the proof follows the derivation

`rotated_densities` proves p′² = S/2 + u and q′² = S/2 − u at each grid point. After the double-angle formulas are inserted, what remains is a multiple of sin² t + cos² t = 1, which `linear_combination` supplies.

`selfRepulsion_eq` is the formula for E(t). Its step `hsym` uses the symmetry of V to identify m·Vd with d·Vm. The facts `hc` and `hs` express cos 4t and sin 4t through the angle 2t, and the `simp only` call expands the repulsions by linearity. The closing `linear_combination` combines `hsym` with sin² 2t + cos² 2t = 1.

`abs_sinusoid_le` proves the bound from the sum-of-squares identity: the square of the sinusoid is a² + b² minus another square. `exists_phase` finds φ as the argument of the complex number a + ib, whose norm is R. This also covers a = b = 0, where any angle would serve.

The proof of `isGreatest_selfRepulsion` has two halves. For attainment it takes the phase `x` from `exists_phase` and evaluates the total self-repulsion at `x / 4`. For the upper bound it applies `abs_sinusoid_le` at `4 * t`. The minimum is proved in the same way with the angle `(x + Real.pi) / 4`, because adding π to the phase reverses the sinusoid.

For `selfRepulsion_const_iff`, comparing t = 0 with t = π/4 forces A − B = −(A − B), hence A = B. Comparing t = 0 with t = π/8 gives 2C = A − B, hence C = 0. Conversely, both coefficients of the sinusoid vanish under these conditions.

Finally, `dimer_isGreatest` computes S, d and m for the two orbitals, evaluates the repulsions, and substitutes them into the general maximum. The hypothesis `W ≤ U` enters when the square root of ((U − W)/2)² is replaced by (U − W)/2.
